# The centroid of the m → m + 1 Zeeman components of a J → J + 1 line is its effective Landé factor, in units of μ_B B

When a weak magnetic field splits a spectral line between a lower level $J$ and an upper level $J+1$, the mean position of the components $m\to m+1$ depends on how strongly each of them absorbs, and here those strengths are entered as explicit polynomials in $J$ and $m$. The polynomials stand for the squared dipole matrix elements between the sublevels, up to a common factor that cancels in a mean.

Let $g$ be the Landé factor of the lower level and $h$ that of the upper level; $h$ is not Planck's constant, and many textbooks would write $g'$. With displacements measured in units of $\mu_B B$, the Bohr magneton times the field, the main result is

$$\frac{\sum_m (J+m+1)(J+m+2)\,[h(m+1)-gm]}{\sum_m (J+m+1)(J+m+2)}=\frac{h(J+2)}{2}-\frac{gJ}{2},$$

where $m$ runs from $-J$ to $J$ in unit steps.

The step from this model to a real atom is the claim that the observed intensities follow these polynomials. It rests on the Wigner–Eckart theorem, on equally populated lower sublevels and on an optically thin sample. Under those conditions, and while the Zeeman effect is linear, the displacement between the centroids of the two circular polarisations, seen along the field, gives the field strength, provided that the effective Landé factor is known and is not zero.

## Sublevels, shifts and strengths

```lean
import Mathlib

open Finset

namespace EffectiveLandeFactor

noncomputable section

/-- The magnetic quantum number `m = -J + k` of the `k`-th sublevel of a level with `J = n/2`. -/
def mag (n k : ℕ) : ℝ := (k : ℝ) - (n : ℝ) / 2
```

A level with angular momentum $J=n/2$ has $n+1$ sublevels. They are numbered by a natural number $k=0,\dots,n$, and `mag n k` is the magnetic quantum number $m=k-n/2$. This treats integer and half-integer $J$ together.

The notation `(n : ℝ)` turns the natural number into a real number before the division. The placement matters: division of natural numbers in Lean rounds down, so `n / 2` taken in `ℕ` would be $0$ for $n=1$, and the two sublevels would come out as $m=0,1$ instead of $m=\mp\tfrac12$.

```lean
/-- Displacement of the component `m → m + q`, in units of the Bohr magneton times the field,
for a lower level with Landé factor `g` and an upper level with Landé factor `h`. -/
def lineShift (g h q m : ℝ) : ℝ := h * (m + q) - g * m
```

A lower sublevel has Zeeman energy $gm$ and an upper one $h(m+q)$, so the component $m\to m+q$ is displaced by $h(m+q)-gm$. The change $q$ will be $1$, $-1$ or $0$. The factors $g$ and $h$ are arbitrary real numbers; no coupling scheme is assumed for them.

```lean
/-- Relative strength of the component `m → m + 1` in a transition `J → J + 1`. -/
def sigmaPlus (J m : ℝ) : ℝ := (J + m + 1) * (J + m + 2)
```

This is the strength $(J+m+1)(J+m+2)$ of the component $m\to m+1$. The name `sigmaPlus` refers to the change of $m$ from the lower to the upper level, as in absorption.

```lean
/-- Relative strength of the component `m → m - 1` in a transition `J → J + 1`. -/
def sigmaMinus (J m : ℝ) : ℝ := (J - m + 1) * (J - m + 2)
```

The component $m\to m-1$ has the same expression with $m$ replaced by $-m$.

```lean
/-- Relative strength of the component `m → m` in a transition `J → J + 1`,
on the same scale as the sigma components. -/
def piStrength (J m : ℝ) : ℝ := 2 * ((J + 1) ^ 2 - m ^ 2)
```

The component $m\to m$ has strength $2[(J+1)^2-m^2]$. The factor 2 puts it on the same scale as the other two. Dividing any of the three by $(2J+1)(2J+2)$ gives the corresponding squared Clebsch–Gordan coefficient.

## The centroid and the effective Landé factor

```lean
/-- Mean of the shifts `s m` over the sublevels `m = -J, ..., J` of a level with `J = n/2`,
weighted by the strengths `w m`; meant for strengths with nonzero sum. -/
def centroid (n : ℕ) (w s : ℝ → ℝ) : ℝ :=
  (∑ k ∈ range (n + 1), w (mag n k) * s (mag n k)) / ∑ k ∈ range (n + 1), w (mag n k)
```

The arguments `w` and `s` are functions of $m$, a strength and a shift. The definition is the weighted mean

$$\frac{\sum_{k=0}^{n} w(m_k)\,s(m_k)}{\sum_{k=0}^{n} w(m_k)},\qquad m_k=k-\frac n2 .$$

In Lean, `range (n + 1)` is the set $\{0,\dots,n\}$, with the upper end excluded.

```lean
/-- The effective Landé factor of a line between a lower level `J` with factor `g`
and an upper level `J'` with factor `h`. -/
def effectiveLande (g J h J' : ℝ) : ℝ :=
  (g + h) / 2 + (h - g) * (J' * (J' + 1) - J * (J + 1)) / 4
```

This is the general formula for a line between levels $J$ and $J'$,

$$g_{\rm eff}=\frac{g+h}{2}+\frac{(h-g)\,[J'(J'+1)-J(J+1)]}{4}.$$

It is written for any $J'$, but the theorems below use it only at $J'=J+1$.

## Equal total absorption from every sublevel

```lean
/-- The strengths of the three components that start from a lower sublevel `m`
add up to a value that does not depend on `m`. -/
theorem strength_sum_rule (J m : ℝ) :
    sigmaPlus J m + piStrength J m + sigmaMinus J m = 2 * (J + 1) * (2 * J + 3) := by
  unfold sigmaPlus piStrength sigmaMinus
  ring
```

A theorem lists its variables first, and its claim follows the colon. This one holds for all real $J$ and $m$. By hand, the two sigma strengths add up to

$$(J+1+m)(J+2+m)+(J+1-m)(J+2-m)=2(J+1)(J+2)+2m^2 .$$

Adding $2(J+1)^2-2m^2$ removes $m$ and leaves $2(J+1)(2J+3)$. Physically, isotropic unpolarised light is absorbed equally from every lower sublevel, which is a check on the common scale of the three polynomials. Divided by this total, the strengths become fractions that add up to one.

In the proof, `unfold` replaces the names by their definitions, and `ring` verifies the resulting polynomial identity.

## One sum for the total strength and the first moment

```lean
/-- Sum over the sublevels of the sigma strengths `(k+1)(k+2)` times a shift
`a + b k` that is linear in the sublevel index. -/
theorem weighted_sum (n : ℕ) (a b : ℝ) :
    ∑ k ∈ range (n + 1), ((k : ℝ) + 1) * (k + 2) * (a + b * k)
      = ((n : ℝ) + 1) * (n + 2) * (n + 3) * (a / 3 + b * n / 4) := by
  induction n with
  | zero =>
    rw [sum_range_succ, sum_range_zero]
    push_cast
    ring
  | succ n ih =>
    rw [sum_range_succ, ih]
    push_cast
    ring
```

For real $a$ and $b$ the claim is

$$\sum_{k=0}^{n}(k+1)(k+2)(a+bk)=(n+1)(n+2)(n+3)\left(\frac a3+\frac{bn}4\right).$$

The proof is by induction on $n$. At $n=0$ both sides are $2a$. In the step to $n+1$ the new term is $(n+2)(n+3)[a+b(n+1)]$, and together with the assumed value the sum becomes

$$(n+2)(n+3)\left[\frac{a(n+1)}3+a+\frac{bn(n+1)}4+b(n+1)\right].$$

The terms in $a$ combine to $a(n+4)/3$ and those in $b$ to $b(n+1)(n+4)/4$. Taking out $n+4$ gives the formula with $n+1$ in place of $n$.

The Lean proof has the same two cases. In the second, `sum_range_succ` splits off the last term, `ih` is the induction hypothesis, and `ring` does the collecting.

```lean
/-- A sum over all sublevels is unchanged when every `m` is replaced by `-m`. -/
theorem sum_reflect (n : ℕ) (f : ℝ → ℝ) :
    ∑ k ∈ range (n + 1), f (mag n k) = ∑ k ∈ range (n + 1), f (-mag n k) := by
  refine (sum_range_reflect (fun k => f (mag n k)) (n + 1)).symm.trans (sum_congr rfl ?_)
  intro k hk
  have hk' : k ≤ n := Nat.lt_succ_iff.mp (mem_range.mp hk)
  have e : mag n (n + 1 - 1 - k) = -mag n k := by
    unfold mag
    rw [Nat.add_sub_cancel, Nat.cast_sub hk']
    ring
  show f (mag n (n + 1 - 1 - k)) = f (-mag n k)
  rw [e]
```

For any function $f$ of $m$, summing $f(m_k)$ or $f(-m_k)$ over all sublevels gives the same value. By hand, replace $k$ by $n-k$: then $m_{n-k}=n-k-n/2=-m_k$, so the same terms appear in reverse order.

Mathlib's `sum_range_reflect` reverses the order. The auxiliary statement `e` is the identity $m_{n-k}=-m_k$. It uses $k\le n$, because subtraction of natural numbers in Lean stops at zero.

## The centroid of the components m → m + 1

```lean
/-- In a transition `J → J + 1` with `J = n/2`, the centroid of the components `m → m + 1`
lies at `h (J + 2) / 2 - g J / 2`. -/
theorem sigmaPlus_centroid (n : ℕ) (J g h : ℝ) (hJ : J = (n : ℝ) / 2) :
    centroid n (sigmaPlus J) (lineShift g h 1) = h * (J + 2) / 2 - g * J / 2 := by
  subst hJ
  -- the total strength
  have hw : ∑ k ∈ range (n + 1), sigmaPlus ((n : ℝ) / 2) (mag n k)
      = ((n : ℝ) + 1) * (n + 2) * (n + 3) / 3 := by
    calc _ = ∑ k ∈ range (n + 1), ((k : ℝ) + 1) * (k + 2) * (1 + 0 * k) :=
          sum_congr rfl fun k _ => by unfold sigmaPlus mag; ring
      _ = _ := by rw [weighted_sum]; ring
  -- the first moment: the shift is linear in the sublevel index
  have hs : ∑ k ∈ range (n + 1),
      sigmaPlus ((n : ℝ) / 2) (mag n k) * lineShift g h 1 (mag n k)
      = ((n : ℝ) + 1) * (n + 2) * (n + 3)
        * ((h * (1 - n / 2) + g * n / 2) / 3 + (h - g) * n / 4) := by
    rw [← weighted_sum]
    exact sum_congr rfl fun k _ => by unfold sigmaPlus lineShift mag; ring
  unfold centroid
  rw [hw, hs, div_eq_iff (by positivity)]
  ring
```

The hypothesis `hJ` says that $J=n/2$ for a natural number $n$, the condition that $J$ be an allowed angular momentum. Under it, the centroid of the components $m\to m+1$ is $h(J+2)/2-gJ/2$.

By hand, $J+m=k$, so the strength is $(k+1)(k+2)$. The shift is linear in $k$:

$$h\left(k-\frac n2+1\right)-g\left(k-\frac n2\right)=a+bk,\qquad a=h\left(1-\frac n2\right)+\frac{gn}2,\quad b=h-g .$$

Write $N=(n+1)(n+2)(n+3)$. The previous sum with $a=1$, $b=0$ gives the total strength $N/3$. With the actual $a$ and $b$ it gives the first moment $N(a/3+bn/4)$. The quotient is

$$a+\frac{3bn}4=h\left(1-\frac n2+\frac{3n}4\right)+g\left(\frac n2-\frac{3n}4\right)=h\left(1+\frac n4\right)-\frac{gn}4,$$

and $n/4=J/2$ turns this into the stated value.

In the Lean proof, `subst` puts $n/2$ in place of $J$, `hw` is the total strength and `hs` is the first moment. Then `div_eq_iff` multiplies through by the total strength, which `positivity` has shown to be nonzero, and `ring` finishes.

The smallest case is $n=0$, a line from $J=0$ to $J=1$. There is one sublevel, $m=0$, with strength 2 and shift $h$, and the formula gives $h$ as well. For $n=1$ the strengths are 2 and 6 and the shifts $(h+g)/2$ and $(3h-g)/2$; their weighted mean is $(5h-g)/4$, again as the formula says.

```lean
/-- In a transition `J → J + 1` with `J = n/2`, the centroid of the components `m → m + 1`
is the effective Landé factor of the line. -/
theorem sigmaPlus_centroid_eq_effectiveLande (n : ℕ) (J g h : ℝ) (hJ : J = (n : ℝ) / 2) :
    centroid n (sigmaPlus J) (lineShift g h 1) = effectiveLande g J h (J + 1) := by
  rw [sigmaPlus_centroid n J g h hJ]
  unfold effectiveLande
  ring
```

The same centroid equals $g_{\rm eff}$. At $J'=J+1$ the bracket in the general formula is $(J+1)(J+2)-J(J+1)=2(J+1)$, hence

$$g_{\rm eff}=\frac{g+h}2+\frac{(h-g)(J+1)}2=\frac{h(J+2)}2-\frac{gJ}2 .$$

The proof rewrites the centroid with the preceding theorem and leaves this algebra to `ring`.

## The other two groups, by reversing m

```lean
/-- In a transition `J → J + 1` with `J = n/2`, the centroid of the components `m → m - 1`
lies at minus the effective Landé factor of the line. -/
theorem sigmaMinus_centroid (n : ℕ) (J g h : ℝ) (hJ : J = (n : ℝ) / 2) :
    centroid n (sigmaMinus J) (lineShift g h (-1)) = -effectiveLande g J h (J + 1) := by
  -- reversing `m` exchanges the two sigma groups and the sign of the shift
  have h1 : ∑ k ∈ range (n + 1), sigmaMinus J (mag n k) * lineShift g h (-1) (mag n k)
      = -∑ k ∈ range (n + 1), sigmaPlus J (mag n k) * lineShift g h 1 (mag n k) := by
    refine (sum_reflect n (fun m => sigmaMinus J m * lineShift g h (-1) m)).trans ?_
    rw [← sum_neg_distrib]
    exact sum_congr rfl fun k _ => by simp only [sigmaMinus, sigmaPlus, lineShift]; ring
  have h2 : ∑ k ∈ range (n + 1), sigmaMinus J (mag n k)
      = ∑ k ∈ range (n + 1), sigmaPlus J (mag n k) := by
    refine (sum_reflect n (sigmaMinus J)).trans ?_
    exact sum_congr rfl fun k _ => by simp only [sigmaMinus, sigmaPlus]; ring
  rw [← sigmaPlus_centroid_eq_effectiveLande n J g h hJ]
  unfold centroid
  rw [h1, h2, neg_div]
```

The components $m\to m-1$ have their centroid at $-g_{\rm eff}$, so the centroids of the two sigma groups lie symmetrically about the undisplaced line, $2|g_{\rm eff}|$ apart in units of $\mu_B B$.

By hand, replace $m$ by $-m$ in the sums. The strength $(J-m+1)(J-m+2)$ becomes $(J+m+1)(J+m+2)$, and the shift $h(m-1)-gm$ becomes $-[h(m+1)-gm]$. The first moment is therefore minus that of the other sigma group, while the total strength is the same.

These are the statements `h1` and `h2` in the proof. Both come from `sum_reflect` followed by a comparison term by term, and the last lines insert them into the quotient.

```lean
/-- In a transition `J → J + 1` with `J = n/2`, the components `m → m` have positive total
strength and their centroid is not displaced. -/
theorem pi_centroid (n : ℕ) (J g h : ℝ) (hJ : J = (n : ℝ) / 2) :
    0 < ∑ k ∈ range (n + 1), piStrength J (mag n k) ∧
      centroid n (piStrength J) (lineShift g h 0) = 0 := by
  constructor
  · subst hJ
    refine sum_pos (fun k hk => ?_) ⟨0, by simp⟩
    have hk' : (k : ℝ) ≤ n := by
      exact_mod_cast Nat.lt_succ_iff.mp (mem_range.mp hk)
    have e : piStrength ((n : ℝ) / 2) (mag n k) = ((n : ℝ) - k + 1) * (2 * (k + 1)) := by
      unfold piStrength mag
      ring
    rw [e]
    exact mul_pos (by linarith) (by positivity)
  · -- the strength is even in `m` and the shift is odd
    have h1 : ∑ k ∈ range (n + 1), piStrength J (mag n k) * lineShift g h 0 (mag n k)
        = -∑ k ∈ range (n + 1), piStrength J (mag n k) * lineShift g h 0 (mag n k) := by
      refine (sum_reflect n (fun m => piStrength J m * lineShift g h 0 m)).trans ?_
      rw [← sum_neg_distrib]
      exact sum_congr rfl fun k _ => by simp only [piStrength, lineShift]; ring
    have h0 : ∑ k ∈ range (n + 1), piStrength J (mag n k) * lineShift g h 0 (mag n k) = 0 := by
      linarith
    unfold centroid
    rw [h0, zero_div]

end

end EffectiveLandeFactor
```

The symbol `∧` means "and": the total strength of the components $m\to m$ is positive, and their centroid is zero. The first part gives the second its meaning, since Lean assigns the value zero to a division by zero.

For the positivity, $J=n/2$ and $m=k-n/2$ give

$$2[(J+1)^2-m^2]=2(J+1-m)(J+1+m)=2(n-k+1)(k+1),$$

which is positive for every $k$ from $0$ to $n$. The proof states this factorisation as `e` and applies `sum_pos`, which makes a sum of positive terms over a nonempty set positive.

For the centroid, the strength is even in $m$ and the shift $(h-g)m$ is odd. Reversing $m$ therefore shows that the first moment equals its own negative, which is `h1`. It must vanish, which is `h0`, and the quotient is zero.

```lean
#print axioms EffectiveLandeFactor.strength_sum_rule
#print axioms EffectiveLandeFactor.sigmaPlus_centroid_eq_effectiveLande
#print axioms EffectiveLandeFactor.sigmaMinus_centroid
#print axioms EffectiveLandeFactor.pi_centroid
```

```
'EffectiveLandeFactor.strength_sum_rule' depends on axioms: [propext, Classical.choice, Quot.sound]
'EffectiveLandeFactor.sigmaPlus_centroid_eq_effectiveLande' depends on axioms: [propext, Classical.choice, Quot.sound]
'EffectiveLandeFactor.sigmaMinus_centroid' depends on axioms: [propext, Classical.choice, Quot.sound]
'EffectiveLandeFactor.pi_centroid' depends on axioms: [propext, Classical.choice, Quot.sound]
```
